# For a Hermitian kernel, eigenvectors of the symmetrised Bethe-Salpeter matrix with non-real eigenvalues have zero signature norm

The symmetrised Bethe-Salpeter matrix is here the finite matrix M = E + η S K S, where E is a real diagonal matrix, K is a Hermitian kernel, and S and η are diagonal matrices holding the square roots of the absolute values and the signs of real weights F, with sign 0 for a zero weight. The lemma says that if M x = z x and z is not real, then x†ηx = 0; the vector x need not be normalised. The proof uses the fact that η and ηM are both Hermitian, so that x†ηx and x†ηMx = z x†ηx are both real. If x†ηx were not zero, it could be cancelled to show that z is real, against the assumption.

This version doesn't compile in Lean 4 with Mathlib:

```lean
import Mathlib

open Matrix

namespace SignatureNormEqZero

noncomputable section

variable {n : Type*} [Fintype n] [DecidableEq n]

/-- The diagonal complex matrix with the real entries `d`. -/
def realDiag (d : n → ℝ) : Matrix n n ℂ := Matrix.diagonal fun i => (d i : ℂ)

/-- The diagonal matrix `S` of square roots of the absolute weights. -/
def rootWeight (F : n → ℝ) : Matrix n n ℂ := realDiag fun i => Real.sqrt |F i|

/-- The diagonal matrix `η` of the signs of the weights. -/
def signature (F : n → ℝ) : Matrix n n ℂ := realDiag fun i => Real.sign (F i)

/-- The symmetrised Bethe-Salpeter matrix `M = E + η S K S`. -/
def symBse (E F : n → ℝ) (K : Matrix n n ℂ) : Matrix n n ℂ :=
  realDiag E + signature F * (rootWeight F * K * rootWeight F)

omit [Fintype n] in
/-- A diagonal matrix with real entries is Hermitian. -/
theorem realDiag_isHermitian (d : n → ℝ) : (realDiag d)ᴴ = realDiag d := by
  rw [realDiag, Matrix.diagonal_conjTranspose]
  exact congrArg Matrix.diagonal (funext fun i => Complex.conj_ofReal (d i))

/-- For a Hermitian kernel, `η M` is Hermitian. -/
theorem signature_mul_symBse_isHermitian (E F : n → ℝ) {K : Matrix n n ℂ}
    (hK : K.IsHermitian) : (signature F * symBse E F K).IsHermitian := by
  have he : signature F * signature F * rootWeight F = rootWeight F := by
    simp only [rootWeight, signature, realDiag, Matrix.diagonal_mul_diagonal]
    refine congrArg Matrix.diagonal (funext fun i => ?_)
    have hr : Real.sign (F i) * Real.sign (F i) * Real.sqrt |F i| = Real.sqrt |F i| := by
      rcases lt_trichotomy (F i) 0 with h | h | h
      · simp [Real.sign_of_neg h]
      · simp [h]
      · simp [Real.sign_of_pos h]
    exact_mod_cast hr
  have hc : realDiag E * signature F = signature F * realDiag E := by
    simp only [signature, realDiag, Matrix.diagonal_mul_diagonal]
    exact congrArg Matrix.diagonal (funext fun i => mul_comm _ _)
  -- the signs cancel in the interaction term
  have h : signature F * symBse E F K
      = signature F * realDiag E + rootWeight F * K * rootWeight F := by
    calc signature F * symBse E F K
        = signature F * realDiag E
          + signature F * signature F * rootWeight F * K * rootWeight F := by
          rw [symBse]
          noncomm_ring
      _ = _ := by rw [he]
  have h1 : (signature F)ᴴ = signature F := realDiag_isHermitian _
  have h2 : (rootWeight F)ᴴ = rootWeight F := realDiag_isHermitian _
  unfold Matrix.IsHermitian
  rw [h, Matrix.conjTranspose_add, Matrix.conjTranspose_mul, Matrix.conjTranspose_mul,
    Matrix.conjTranspose_mul, h1, h2, realDiag_isHermitian, hK.eq, hc, mul_assoc]

/-- For a Hermitian kernel, an eigenvector `x` of `M` whose eigenvalue is not real has
`x† η x = 0`. -/
theorem signature_norm_eq_zero (E F : n → ℝ) {K : Matrix n n ℂ} (hK : K.IsHermitian)
    {x : n → ℂ} {z : ℂ} (hx : symBse E F K *ᵥ x = z • x) (hz : z.im ≠ 0) :
    star x ⬝ᵥ (signature F *ᵥ x) = 0 := by
  -- expectation values of Hermitian matrices are real
  have real_form : ∀ A : Matrix n n ℂ, Aᴴ = A →
      star (star x ⬝ᵥ (A *ᵥ x)) = star x ⬝ᵥ (A *ᵥ x) := by
    intro A hA
    rw [← Matrix.star_dotProduct, Matrix.star_mulVec, hA, ← Matrix.dotProduct_mulVec]
  have h1 : star x ⬝ᵥ ((signature F * symBse E F K) *ᵥ x)
      = z * (star x ⬝ᵥ (signature F *ᵥ x)) := by
    rw [← Matrix.mulVec_mulVec, hx, Matrix.mulVec_smul, dotProduct_smul, smul_eq_mul]
  have hA := real_form _ (signature_mul_symBse_isHermitian E F hK).eq
  rw [h1, star_mul', real_form _ (realDiag_isHermitian _)] at hA
  by_contra hne
  exact hz (Complex.conj_eq_iff_im.1 (mul_right_cancel₀ hne hA))

end

end SignatureNormEqZero
```

The compiler's answer:

```
Main.lean:74:21: error: Tactic `rewrite` failed: Did not find an occurrence of the pattern
  star (star x ⬝ᵥ realDiag ?m.217 *ᵥ x)
in the target expression
  star z * star (star x ⬝ᵥ signature F *ᵥ x) = z * star x ⬝ᵥ signature F *ᵥ x

n : Type u_1
inst✝¹ : Fintype n
inst✝ : DecidableEq n
E F : n → ℝ
K : Matrix n n ℂ
hK : K.IsHermitian
x : n → ℂ
z : ℂ
hx : symBse E F K *ᵥ x = z • x
hz : z.im ≠ 0
real_form : ∀ (A : Matrix n n ℂ), Aᴴ = A → star (star x ⬝ᵥ A *ᵥ x) = star x ⬝ᵥ A *ᵥ x
h1 : star x ⬝ᵥ (signature F * symBse E F K) *ᵥ x = z * star x ⬝ᵥ signature F *ᵥ x
hA : star z * star (star x ⬝ᵥ signature F *ᵥ x) = z * star x ⬝ᵥ signature F *ᵥ x
⊢ star x ⬝ᵥ signature F *ᵥ x = 0
```

What went wrong. The error comes from the last rewrite in the step that should remove the conjugation from x†ηx. In `real_form _ (realDiag_isHermitian _)`, the Hermiticity proof fixes the matrix as `realDiag` of some still unknown function, so `rw` looks for `realDiag ?m.217`. The target has `signature F` in that place. This is by definition a `realDiag`, but `signature` is an ordinary `def`, which `rw` does not unfold when it looks for its pattern, so it finds no match.

The repair first states the needed equation as `hq`, with `signature F` written on both sides. To accept the proof of `hq`, Lean has to check that `realDiag_isHermitian`, applied to the signs of the weights, proves that `signature F` is Hermitian. This check can unfold `signature`, so it succeeds. The left side of `hq` then has the same form as the term in `hA`, and `rw` can use it.

The change, after which it compiles:

```diff
@@ -72,5 +72,7 @@
     rw [← Matrix.mulVec_mulVec, hx, Matrix.mulVec_smul, dotProduct_smul, smul_eq_mul]
   have hA := real_form _ (signature_mul_symBse_isHermitian E F hK).eq
-  rw [h1, star_mul', real_form _ (realDiag_isHermitian _)] at hA
+  have hq : star (star x ⬝ᵥ (signature F *ᵥ x)) = star x ⬝ᵥ (signature F *ᵥ x) :=
+    real_form (signature F) (realDiag_isHermitian fun i => Real.sign (F i))
+  rw [h1, star_mul', hq] at hA
   by_contra hne
   exact hz (Complex.conj_eq_iff_im.1 (mul_right_cancel₀ hne hA))
```
